# Real S-overlaps of real orbitals at the Γ point, for ultrasoft projectors of parity (-1)^l and real charges

An orbital at the Γ point, where the Bloch wavevector is zero, is modelled here by its plane-wave coefficients $a(G)$, a function on all real 3-vectors $G$, while inner products sum only over a finite set $P=\{0\}\cup H\cup(-H)$. Coefficients outside $P$ never enter the sums. No lattice or energy cutoff is imposed, and volume factors are absorbed into the normalisation.

In Lean 4 with Mathlib:

```lean
import Mathlib

open Matrix ComplexConjugate

namespace UltrasoftGammaPoint

noncomputable section

/-- A wavevector in three dimensions. -/
abbrev Wavevector := Fin 3 → ℝ
```

The set $P$ is called `sphere H`. As a set, it counts a repeated vector once.

```lean
/-- The plane-wave set made of the zero wavevector, a finite set `H`, and its mirror image `-H`. -/
def sphere (H : Finset Wavevector) : Finset Wavevector :=
  insert 0 (H ∪ H.image (fun G => -G))
```

A projector of angular momentum $l$ on an atom at $\tau$ is $\beta(G)=(-i)^l f(G)Y(G)e^{-iG\cdot\tau}$, with a real radial part $f$ and a real angular part $Y$, for example a real spherical harmonic of the direction of $G$, given the value $0$ at $G=0$ if $l\ge1$. Only the parities of $f$ and $Y$ will matter and, in (c), whether $f$ has zeros.

```lean
/-- The projector `(-i)^l f(G) Y(G) exp(-i G·τ)` of angular momentum `l`, centred on an atom
at `τ`, with radial part `f` and angular part `Y`. -/
def projector (l : ℕ) (f Y : Wavevector → ℝ) (τ G : Wavevector) : ℂ :=
  (-Complex.I) ^ l * (f G : ℂ) * (Y G : ℂ) * Complex.exp (-(Complex.I * ((G ⬝ᵥ τ : ℝ) : ℂ)))
```

With $\phi(r)=\sum_G a(G)e^{iG\cdot r}$, a real $\phi$ has $a(-G)=\overline{a(G)}$. Such an $a$ is called real below. Conjugating $\phi$ sends $a$ to $Ca$, where $(Ca)(G)=\overline{a(-G)}$.

```lean
/-- The coefficients of a function that is real in real space: `a(-G) = conj a(G)`. -/
def IsGammaReal (a : Wavevector → ℂ) : Prop := ∀ G, a (-G) = conj (a G)

/-- Complex conjugation in real space, written on plane-wave coefficients. -/
def conjOrbital (a : Wavevector → ℂ) (G : Wavevector) : ℂ := conj (a (-G))
```

The inner product is $\langle a|b\rangle=\sum_{G\in P}\overline{a(G)}\,b(G)$.

```lean
/-- The plane-wave inner product `⟨a|b⟩`, summed over the whole set `{0} ∪ H ∪ -H`. -/
def overlap (H : Finset Wavevector) (a b : Wavevector → ℂ) : ℂ :=
  ∑ G ∈ sphere H, conj (a G) * b G
```

The overlap operator is $Sb=b+\sum_{ij}q_{ij}\,\beta_i\langle\beta_j|b\rangle$, where $i,j$ run over a finite set of projectors. The real numbers $q_{ij}$ stand for the integrated augmentation charges, which correct for the change of norm when the orbitals are smoothed. They are given, not derived from atomic data, and neither their symmetry nor positivity of $S$ is assumed.

```lean
variable {ι : Type*} [Fintype ι]

/-- The ultrasoft overlap operator `S = 1 + ∑ q_ij |β_i⟩⟨β_j|` applied to an orbital `b`,
with real augmentation charges `q`. -/
def applyS (H : Finset Wavevector) (β : ι → Wavevector → ℂ) (q : ι → ι → ℝ)
    (b : Wavevector → ℂ) (G : Wavevector) : ℂ :=
  b G + ∑ i, ∑ j, (q i j : ℂ) * β i G * overlap H (β j) b
```

### (a) Inversion defect of a projector

Let $f$ be even and $Y$ arbitrary. Show that
$$\beta(-G)-\overline{\beta(G)}=(-i)^l f(G)\,[Y(-G)-(-1)^lY(G)]\,e^{iG\cdot\tau}.$$

Inversion gives $\beta(-G)=(-i)^l f(G)Y(-G)e^{iG\cdot\tau}$, and conjugation gives $\overline{\beta(G)}=i^l f(G)Y(G)e^{iG\cdot\tau}$. Since $i^l=(-i)^l(-1)^l$, subtraction gives the claim. In the code, `he` and `he'` treat the exponentials, `hI` the phase.

```lean
/-- For an even radial part, the failure of `β(-G) = conj β(G)` is proportional to the
failure of `Y` to have parity `(-1)^l`. -/
theorem projector_defect (l : ℕ) {f : Wavevector → ℝ} (Y : Wavevector → ℝ) (τ : Wavevector)
    (hf : ∀ G, f (-G) = f G) (G : Wavevector) :
    projector l f Y τ (-G) - conj (projector l f Y τ G) =
      (-Complex.I) ^ l * (f G : ℂ) * ((Y (-G) - (-1) ^ l * Y G : ℝ) : ℂ) *
        Complex.exp (Complex.I * ((G ⬝ᵥ τ : ℝ) : ℂ)) := by
  -- conjugation and inversion change the structure factor in the same way
  have he : conj (Complex.exp (-(Complex.I * ((G ⬝ᵥ τ : ℝ) : ℂ)))) =
      Complex.exp (Complex.I * ((G ⬝ᵥ τ : ℝ) : ℂ)) := by
    rw [← Complex.exp_conj]
    congr 1
    simp
  have he' : Complex.exp (-(Complex.I * ((-G ⬝ᵥ τ : ℝ) : ℂ))) =
      Complex.exp (Complex.I * ((G ⬝ᵥ τ : ℝ) : ℂ)) := by
    rw [neg_dotProduct]
    congr 1
    push_cast
    ring
  -- the phase `(-i)^l` absorbs the parity sign
  have hI : (-Complex.I) ^ l * (-1) ^ l = Complex.I ^ l := by
    rw [← mul_pow]
    simp
  simp only [projector, map_mul, map_pow, map_neg, Complex.conj_I, Complex.conj_ofReal,
    neg_neg, hf, he, he']
  rw [← hI]
  push_cast
  ring
```

### (b) Projectors of the right parity

Let also $Y(-G)=(-1)^lY(G)$. Show that $\beta(-G)=\overline{\beta(G)}$.

The bracket in (a) vanishes, for any $\tau$.

```lean
/-- A projector with even radial part and angular part of parity `(-1)^l` satisfies
`β(-G) = conj β(G)`, wherever its atom sits. -/
theorem projector_gammaReal (l : ℕ) {f Y : Wavevector → ℝ} (τ : Wavevector)
    (hf : ∀ G, f (-G) = f G) (hY : ∀ G, Y (-G) = (-1) ^ l * Y G) :
    IsGammaReal (projector l f Y τ) := by
  intro G
  have d := projector_defect l Y τ hf G
  rw [hY G, sub_self, Complex.ofReal_zero, mul_zero, zero_mul] at d
  exact sub_eq_zero.mp d
```

### (c) The converse for a nodeless radial part

Let $f$ be even and nowhere zero. Show that
$$\beta(-G)=\overline{\beta(G)}\ \ \forall G\iff Y(-G)=(-1)^lY(G)\ \ \forall G.$$

Part (b) is one direction. For the other, the left side of (a) is zero while $(-i)^l$, $f(G)$ and the exponential are not, so the bracket vanishes; `mul_eq_zero` separates the factors. At a node of $f$ the projector is zero and says nothing about $Y$. For $l\ge1$ the usual radial transform vanishes at $G=0$, so it does not meet the hypothesis as it stands; its factor $|G|^l$, which is even, can be counted in $Y$ instead, and the hypothesis is then that the remaining factor has no zeros, which can still fail.

```lean
/-- If the radial part is even and vanishes nowhere, then `β(-G) = conj β(G)` holds for all `G`
exactly when the angular part has parity `(-1)^l`. -/
theorem projector_gammaReal_iff (l : ℕ) {f Y : Wavevector → ℝ} (τ : Wavevector)
    (hf : ∀ G, f (-G) = f G) (hf0 : ∀ G, f G ≠ 0) :
    IsGammaReal (projector l f Y τ) ↔ ∀ G, Y (-G) = (-1) ^ l * Y G := by
  refine ⟨fun h G => ?_, projector_gammaReal l τ hf⟩
  have d := projector_defect l Y τ hf G
  rw [h G, sub_self] at d
  -- the phase, the radial part and the structure factor are all non-zero
  rcases mul_eq_zero.mp d.symm with h1 | h1
  · rcases mul_eq_zero.mp h1 with h2 | h2
    · exact absurd h2 (mul_ne_zero (pow_ne_zero _ (neg_ne_zero.mpr Complex.I_ne_zero))
        (Complex.ofReal_ne_zero.mpr (hf0 G)))
    · exact sub_eq_zero.mp (Complex.ofReal_eq_zero.mp h2)
  · exact absurd h1 (Complex.exp_ne_zero _)
```

### (d) Real orbitals under conjugation

Show that $Ca=a$ for real $a$.

$(Ca)(G)=\overline{a(-G)}=\overline{\overline{a(G)}}=a(G)$.

```lean
/-- An orbital with `a(-G) = conj a(G)` is unchanged by complex conjugation in real space. -/
theorem IsGammaReal.conjOrbital_eq {a : Wavevector → ℂ} (ha : IsGammaReal a) :
    conjOrbital a = a := by
  funext G
  rw [conjOrbital, ha G, Complex.conj_conj]
```

### (e) Conjugating both orbitals

For arbitrary complex $a,b$, show that $\langle Ca|Cb\rangle=\overline{\langle a|b\rangle}$.

The left side is $\sum_{G\in P}a(-G)\overline{b(-G)}$. Because $P=-P$ (`hneg`), relabelling $G\to-G$ (`Finset.sum_nbij'`) gives $\sum_{G\in P}a(G)\overline{b(G)}$, the right side.

```lean
/-- Conjugating two orbitals in real space conjugates their inner product. -/
theorem overlap_conj (H : Finset Wavevector) (a b : Wavevector → ℂ) :
    overlap H (conjOrbital a) (conjOrbital b) = conj (overlap H a b) := by
  -- the plane-wave set is closed under inversion
  have hneg : ∀ G ∈ sphere H, -G ∈ sphere H := by
    intro G h
    simp only [sphere, Finset.mem_insert, Finset.mem_union, Finset.mem_image] at h ⊢
    rcases h with rfl | h | ⟨K, hK, rfl⟩
    · exact Or.inl neg_zero
    · exact Or.inr (Or.inr ⟨G, h, rfl⟩)
    · exact Or.inr (Or.inl (by rw [neg_neg]; exact hK))
  simp only [overlap, map_sum, map_mul, conjOrbital]
  exact Finset.sum_nbij' (fun G => -G) (fun G => -G) hneg hneg
    (fun _ _ => neg_neg _) (fun _ _ => neg_neg _) (fun _ _ => rfl)
```

### (f) S and conjugation

Let every $\beta_i$ be real in the sense above. Show that $S(Cb)=C(Sb)$ for every complex $b$.

By (d) and (e), $\langle\beta_j|Cb\rangle=\langle C\beta_j|Cb\rangle=\overline{\langle\beta_j|b\rangle}$, which is `ho`. With $\beta_i(G)=\overline{\beta_i(-G)}$ and real $q_{ij}$,
$$(SCb)(G)=\overline{b(-G)}+\sum_{ij}q_{ij}\overline{\beta_i(-G)}\,\overline{\langle\beta_j|b\rangle}=\overline{(Sb)(-G)}.$$

```lean
/-- With real augmentation charges and projectors obeying `β(-G) = conj β(G)`, the operator `S`
commutes with complex conjugation in real space. -/
theorem applyS_conj (H : Finset Wavevector) {β : ι → Wavevector → ℂ} (q : ι → ι → ℝ)
    (hβ : ∀ i, IsGammaReal (β i)) (b : Wavevector → ℂ) :
    applyS H β q (conjOrbital b) = conjOrbital (applyS H β q b) := by
  have ho : ∀ j, overlap H (β j) (conjOrbital b) = conj (overlap H (β j) b) := by
    intro j
    rw [← overlap_conj, (hβ j).conjOrbital_eq]
  funext G
  have hb : ∀ i, conj (β i (-G)) = β i G := fun i => congrFun (hβ i).conjOrbital_eq G
  simp only [applyS, ho, conjOrbital, map_add, map_sum, map_mul, Complex.conj_ofReal, hb]
```

### (g) S applied to a real orbital

With the same projectors and real $b$, show that $(Sb)(-G)=\overline{(Sb)(G)}$.

By (f) and (d), $C(Sb)=S(Cb)=Sb$. Evaluate this at $-G$.

```lean
/-- With real augmentation charges and projectors obeying `β(-G) = conj β(G)`, the operator `S` maps
an orbital that is real in real space to one that is real in real space. -/
theorem applyS_gammaReal (H : Finset Wavevector) {β : ι → Wavevector → ℂ} (q : ι → ι → ℝ)
    (hβ : ∀ i, IsGammaReal (β i)) {b : Wavevector → ℂ} (hb : IsGammaReal b) :
    IsGammaReal (applyS H β q b) := by
  intro G
  have h := congrFun (applyS_conj H q hβ b) (-G)
  rw [hb.conjOrbital_eq] at h
  simpa only [conjOrbital, neg_neg] using h
```

### (h) The S-overlap has no imaginary part

Take projectors as in (b) and real $a,b$. Show that $\operatorname{Im}\langle a|S|b\rangle=0$.

By (e), (g) and (d), $\overline{\langle a|Sb\rangle}=\langle Ca|C(Sb)\rangle=\langle a|Sb\rangle$.

```lean
/-- For projectors with even radial parts and angular parts of parity `(-1)^l`, and real
augmentation charges, `⟨a|S|b⟩` is real whenever both orbitals are real in real space. -/
theorem sOverlap_real (H : Finset Wavevector) (l : ι → ℕ) {f Y : ι → Wavevector → ℝ}
    (τ : ι → Wavevector) (q : ι → ι → ℝ) (hf : ∀ i G, f i (-G) = f i G)
    (hY : ∀ i G, Y i (-G) = (-1) ^ l i * Y i G)
    {a b : Wavevector → ℂ} (ha : IsGammaReal a) (hb : IsGammaReal b) :
    (overlap H a (applyS H (fun i => projector (l i) (f i) (Y i) (τ i)) q b)).im = 0 := by
  have hS := applyS_gammaReal H q
    (fun i => projector_gammaReal (l i) (τ i) (hf i) (hY i)) hb
  apply Complex.conj_eq_iff_im.mp
  rw [← overlap_conj, hS.conjOrbital_eq, ha.conjOrbital_eq]
```

### (i) Summing over half the plane waves

Let also $0\notin H$, and $-G\notin H$ whenever $G\in H$. Show that
$$\langle a|S|b\rangle=a(0)\,(Sb)(0)+2\operatorname{Re}\sum_{G\in H}\overline{a(G)}\,(Sb)(G).$$

The three parts of $P$ are disjoint (`h1`, `h2`), and $a(0)$ is real. Put $z=\overline{a(G)}(Sb)(G)$. By (g), the term at $-G$ is $\overline z$, so each pair gives $z+\overline z=2\operatorname{Re}z$.

Putting $0$ into $H$ would spoil the formula unless $a(0)(Sb)(0)=0$: the right side would then count the $G=0$ term three times, the left side once. For empty $H$ only $a(0)(Sb)(0)$ remains, and odd-$l$ projectors drop out because their parity forces $Y(0)=0$.

For real orbitals on such a finite plane-wave set, with these projectors and real charges, a code can therefore store only the coefficients at $0$ and on $H$, and keep its S-overlap matrices real.

```lean
/-- Take real augmentation charges, projectors with even radial parts and angular parts of parity
`(-1)^l`, and two orbitals that are real in real space. If `H` contains neither `0` nor the negative
of any of its members, `⟨a|S|b⟩` is the `G = 0` term plus twice the real part of the sum over the
half set `H`. -/
theorem sOverlap_half {H : Finset Wavevector} (h0 : 0 ∉ H) (hH : ∀ G ∈ H, -G ∉ H)
    (l : ι → ℕ) {f Y : ι → Wavevector → ℝ} (τ : ι → Wavevector) (q : ι → ι → ℝ)
    (hf : ∀ i G, f i (-G) = f i G) (hY : ∀ i G, Y i (-G) = (-1) ^ l i * Y i G)
    {a b : Wavevector → ℂ} (ha : IsGammaReal a) (hb : IsGammaReal b) :
    let Sb := applyS H (fun i => projector (l i) (f i) (Y i) (τ i)) q b
    overlap H a Sb = a 0 * Sb 0 + ((2 * (∑ G ∈ H, conj (a G) * Sb G).re : ℝ) : ℂ) := by
  intro Sb
  have hS : IsGammaReal Sb := applyS_gammaReal H q
    (fun i => projector_gammaReal (l i) (τ i) (hf i) (hY i)) hb
  have h1 : (0 : Wavevector) ∉ H ∪ H.image (fun G => -G) := by
    intro h
    rcases Finset.mem_union.mp h with h | h
    · exact h0 h
    · obtain ⟨K, hK, e⟩ := Finset.mem_image.mp h
      have e' : K = 0 := neg_eq_zero.mp e
      rw [e'] at hK
      exact h0 hK
  have h2 : Disjoint H (H.image (fun G => -G)) := by
    refine Finset.disjoint_left.mpr fun G hG h => ?_
    obtain ⟨K, hK, e⟩ := Finset.mem_image.mp h
    have e' : -K = G := e
    exact hH K hK (by rw [e']; exact hG)
  have ha0 : conj (a 0) = a 0 := by
    have h := ha 0
    rw [neg_zero] at h
    exact h.symm
  -- split the sum into `G = 0` and the pairs `G`, `-G`
  rw [overlap, sphere, Finset.sum_insert h1, Finset.sum_union h2,
    Finset.sum_image (fun x _ y _ h => neg_injective h), ← Finset.sum_add_distrib, ha0,
    Complex.re_sum, Finset.mul_sum, Complex.ofReal_sum]
  congr 1
  refine Finset.sum_congr rfl fun G _ => ?_
  -- each pair is a number plus its conjugate
  rw [← Complex.add_conj, map_mul, ha G, hS G]

end

end UltrasoftGammaPoint
```

```lean
#print axioms UltrasoftGammaPoint.projector_gammaReal_iff
#print axioms UltrasoftGammaPoint.sOverlap_real
#print axioms UltrasoftGammaPoint.sOverlap_half
```

```
'UltrasoftGammaPoint.projector_gammaReal_iff' depends on axioms: [propext, Classical.choice, Quot.sound]
'UltrasoftGammaPoint.sOverlap_real' depends on axioms: [propext, Classical.choice, Quot.sound]
'UltrasoftGammaPoint.sOverlap_half' depends on axioms: [propext, Classical.choice, Quot.sound]
```
